# Screening orders the bare, partially screened and fully screened interactions

## Physical setting

In a constrained random-phase calculation of a Hubbard U, the static polarization is split into two parts, Pd from transitions inside the correlated subspace and Pr from all the remaining transitions. The bare Coulomb matrix v is screened with Pr alone, and U is read off as the expectation value of the resulting matrix Wr in the density of a localized orbital. This step needs the inverse that defines Wr to exist, and the number it produces is usually compared with two others, the bare value from v and the fully screened value from the matrix W built with Pd + Pr. The theorems below give sufficient conditions for the inverses to exist and for the three numbers to come out in the non-decreasing order W, Wr, v, for a finite basis, at a single frequency where the polarizations are Hermitian, and with the signs of Pd and Pr taken as given.

Fix a finite orthonormal basis for charge distributions, so that v, Pd and Pr are square complex matrices of the same size and a charge distribution is a column vector x. A dagger denotes the conjugate transpose. The number x† v x is the Coulomb self-energy of x up to a factor of one half, and it is positive for x ≠ 0. A static independent-particle polarization is a sum over transitions t,

    P = − Σ_t c_t ρ_t ρ_t†,

where ρ_t is the transition density and c_t is an occupation difference divided by an energy difference, with c_t ≥ 0 because no level is assumed to be more occupied than one below it. Each term contributes −c_t |ρ_t† x|² ≤ 0 to x† P x, so a split that assigns every transition to one of two groups gives both Pd and Pr this sign. The interaction screened by P solves W = v + v P W. Multiplying from the left by v⁻¹ gives (v⁻¹ − P) W = 1, hence

    W = (v⁻¹ − P)⁻¹.

This closed form is the definition used in Lean. The sum over transitions, the equation W = v + v P W and the scalar examples further down are background and illustration, and Lean has not checked them.

## Statement

A matrix M is positive semidefinite, written M ≥ 0, if M† = M and x† M x ≥ 0 for every x. It is positive definite, written M > 0, if M† = M and x† M x > 0 for every x ≠ 0. The notation A ≤ B means B − A ≥ 0. Define

    Wr = (v⁻¹ − Pr)⁻¹,
    W = (v⁻¹ − (Pd + Pr))⁻¹.

The main theorem, `screening_order`, assumes v > 0, −Pd ≥ 0 and −Pr ≥ 0. It concludes that v⁻¹ − Pr and v⁻¹ − (Pd + Pr) are invertible, that Wr > 0 and W > 0, and that

    v − Wr ≥ 0,    Wr − W ≥ 0.

Four further theorems accompany it. Under the same assumptions, `expect_order` gives for every vector x

    Re x† W x ≤ Re x† Wr x ≤ Re x† v x,

and `screened_eq_iff` says that Wr = W holds exactly when Pd = 0. If −Pd ≥ 0 is strengthened to −Pd > 0, `screening_strict` gives Wr − W > 0. Finally, `screening_order_iff` assumes v > 0, −Pr ≥ 0 and v⁻¹ − (Pd + Pr) > 0, makes no assumption on the sign of Pd, and says that Wr − W ≥ 0 holds if and only if −Pd ≥ 0.

For 1 × 1 matrices everything is a real number. With v = 1, Pr = −1 and Pd = −2 one finds Wr = 1/2 and W = 1/4.

## Derivation

Three elementary facts are used repeatedly. First, a sum of a positive definite and a positive semidefinite matrix is positive definite, and a sum of two positive semidefinite matrices is positive semidefinite, because the quadratic forms add. Second, if M ≥ 0 then C† M C ≥ 0 for any square matrix C, because x† C† M C x = y† M y with y = C x. If moreover M > 0 and C x ≠ 0 for all x ≠ 0, then C† M C > 0. Third, a matrix A > 0 is invertible with A⁻¹ > 0. Indeed A y = 0 forces y† A y = 0 and so y = 0, which gives invertibility in finite dimension. The inverse of a Hermitian matrix is Hermitian, and for x ≠ 0 the vector y = A⁻¹ x is nonzero with x† A⁻¹ x = y† A y > 0.

Step 1 is an identity for the difference of two inverses. Let A and B be invertible, and put a = A⁻¹, b = B⁻¹, D = B − A. Expanding the product without changing the order of factors,

    D + D a D = B − A + B a B − B (a A) − (A a) B + (A a) A
              = B − A + B a B − B − B + A
              = B a B − B.

Multiplying by b on both sides,

    b (D + D a D) b = (b B) a (B b) − (b B) b = a − b.

Step 2 shows that inversion reverses the order. Let A > 0 and D = B − A ≥ 0. Then B = A + D > 0, so both inverses exist and are positive definite. Since b and D are Hermitian, the identity of step 1 can be written as

    A⁻¹ − B⁻¹ = (B⁻¹)† (D + D† A⁻¹ D) B⁻¹.

The term D† A⁻¹ D is positive semidefinite by the second fact, so the bracket is positive semidefinite, and the second fact applied once more with C = B⁻¹ gives A⁻¹ − B⁻¹ ≥ 0. If D > 0, the bracket is positive definite, and since B⁻¹ x = 0 implies x = 0, the result is A⁻¹ − B⁻¹ > 0.

Step 3 concerns the matrices to be inverted. For v > 0 and −P ≥ 0,

    v⁻¹ − P = v⁻¹ + (−P) > 0.

This applies to P = Pr, and to P = Pd + Pr because −(Pd + Pr) = (−Pd) + (−Pr) ≥ 0. By the third fact, Wr and W exist and are positive definite.

Step 4 is the ordering. The three positive definite matrices form the chain

    v⁻¹ ≤ v⁻¹ − Pr ≤ v⁻¹ − (Pd + Pr),

in which the successive differences are −Pr and −Pd. Step 2 with A = v⁻¹ and B = v⁻¹ − Pr gives (v⁻¹)⁻¹ − Wr = v − Wr ≥ 0. Step 2 with A = v⁻¹ − Pr and B = v⁻¹ − (Pd + Pr) gives Wr − W ≥ 0, and Wr − W > 0 if −Pd > 0. Evaluating the quadratic forms of v − Wr and Wr − W in a vector x gives the two inequalities between expectation values.

Step 5 is the equality case. If Pd = 0 the two definitions coincide. If Wr = W, inverting both sides gives v⁻¹ − Pr = v⁻¹ − (Pd + Pr), and the difference of the two sides is Pd, so Pd = 0.

Step 6 is the converse. Suppose v > 0, −Pr ≥ 0 and v⁻¹ − (Pd + Pr) > 0, so that W > 0. If Wr − W ≥ 0, step 2 with A = W and B = Wr gives

    W⁻¹ − Wr⁻¹ = (v⁻¹ − (Pd + Pr)) − (v⁻¹ − Pr) = −Pd ≥ 0.

The other direction is step 4. The role of the assumption on v⁻¹ − (Pd + Pr) shows in the scalar case v = 1, Pr = 0, Pd = 2, which violates it: there W = −1 and Wr − W = 2 is positive although −Pd is negative.

## What the formal version assumes

The basis is indexed by a finite type `n`, and all matrices have type `Matrix n n ℂ`. The Lean names `v`, `Pd`, `Pr` are the matrices of the same name above. The definition `screened v P` is `(v⁻¹ - P)⁻¹`, so Wr is `screened v Pr` and W is `screened v (Pd + Pr)`. The postfix `ᴴ` is the dagger. The predicates `PosDef` and `PosSemidef` are M > 0 and M ≥ 0 as defined above and include Hermiticity, so no separate hypothesis of that kind appears. The sign convention is that of W = v + v P W, in which a polarization that screens is negative, and the hypotheses are accordingly written as `(-Pd).PosSemidef` and `(-Pr).PosSemidef`.

Mathlib's matrix inverse is defined for all square matrices and returns the zero matrix for a singular one, so `screened v P` always denotes something, and the conclusions `IsUnit (v⁻¹ - Pr)` and `IsUnit (v⁻¹ - (Pd + Pr))` are what state that Wr and W are true inverses.

The function `expect A x` is `(star x ⬝ᵥ A *ᵥ x).re`, the real part of x† A x, where `star x` conjugates the components, `*ᵥ` is the matrix-vector product and `⬝ᵥ` the bilinear dot product. For the Hermitian matrices that occur, the imaginary part is zero. The vector `x` is arbitrary. In the calculation of U it is the density of a normalised orbital, and x† A x is then the bare, partially screened or fully screened value itself, with no division by x† x. Quantities of the form x† A x include an on-site U, with x an orbital density, and an exchange integral, with x the product of one orbital and the complex conjugate of another. An element y† A x between two different densities, such as an inter-orbital repulsion, is not of this form, and no order is stated for it or for differences such as U − J.

The signs of Pd and Pr are hypotheses and are not derived from a many-body Hamiltonian or from the sum over transitions. They need a separate check when Pr is obtained by subtracting a separately constructed Pd from the total polarization, as may be done when the correlated bands are entangled with others: −Pr ≥ 0 is then not automatic, and the theorems apply only once it is known. The dimension is finite, and v must be a finite positive definite matrix, which excludes the divergent long-wavelength component of the Coulomb interaction unless it has been regularised. There is no frequency argument, and non-Hermitian polarizations are not covered. The linear-response definition of U as a difference of inverse response matrices is a different construction that does not appear. Strictness is stated for Wr − W only, and for a nonzero Pd that is negative semidefinite but singular the theorems give Wr − W ≥ 0 and Wr ≠ W. A Pd that sums over fewer transitions than there are basis functions is always singular.

The index type may be empty. All matrices are then equal, positive definiteness is vacuous, and Wr − W > 0 and Wr = W hold together without conflict. For one or more basis functions, Wr − W > 0 excludes Wr = W.

## The Lean file

```lean
import Mathlib

open Matrix
open scoped ComplexOrder

namespace ScreeningOrder

noncomputable section

variable {n : Type*} [Fintype n] [DecidableEq n]

/-- The interaction `v` screened by the static polarization `P`: the matrix `(v⁻¹ - P)⁻¹`. -/
def screened (v P : Matrix n n ℂ) : Matrix n n ℂ := (v⁻¹ - P)⁻¹

/-- The real part of the expectation value `x† A x` of an interaction `A` in a vector `x`. -/
def expect (A : Matrix n n ℂ) (x : n → ℂ) : ℝ := (star x ⬝ᵥ A *ᵥ x).re

/-- If `a` and `b` are the inverses of `A` and `B` in a ring and `D = B - A`,
then `a - b = b (D + D a D) b`. -/
theorem inv_sub_inv_eq {R : Type*} [Ring R] (A B a b : R) (h1 : A * a = 1) (h2 : a * A = 1)
    (h3 : B * b = 1) (h4 : b * B = 1) :
    a - b = b * ((B - A) + (B - A) * a * (B - A)) * b := by
  have e1 : (B - A) + (B - A) * a * (B - A) = B * a * B - B := by
    calc (B - A) + (B - A) * a * (B - A)
        = B - A + (B * a * B - B * (a * A) - (A * a) * B + (A * a) * A) := by noncomm_ring
      _ = B * a * B - B := by rw [h1, h2]; noncomm_ring
  rw [e1]
  calc a - b = (b * B) * a * (B * b) - (b * B) * b := by rw [h3, h4]; noncomm_ring
    _ = b * (B * a * B - B) * b := by noncomm_ring

/-- Inversion reverses the order: for `A` positive definite and `B - A` positive semidefinite,
`A⁻¹ - B⁻¹` is positive semidefinite, and positive definite if `B - A` is. -/
theorem inv_antitone {A B : Matrix n n ℂ} (hA : A.PosDef) (hD : (B - A).PosSemidef) :
    (A⁻¹ - B⁻¹).PosSemidef ∧ ((B - A).PosDef → (A⁻¹ - B⁻¹).PosDef) := by
  have hB : B.PosDef := by
    have h := hA.add_posSemidef hD
    rwa [add_sub_cancel] at h
  have uA : IsUnit A.det := (Matrix.isUnit_iff_isUnit_det A).1 hA.isUnit
  have uB : IsUnit B.det := (Matrix.isUnit_iff_isUnit_det B).1 hB.isUnit
  -- write the difference as a congruence transform of `D + Dᴴ A⁻¹ D`
  have key : A⁻¹ - B⁻¹ = (B⁻¹)ᴴ * ((B - A) + (B - A)ᴴ * A⁻¹ * (B - A)) * B⁻¹ := by
    rw [hB.inv.isHermitian.eq, hD.isHermitian.eq]
    exact inv_sub_inv_eq A B A⁻¹ B⁻¹ (Matrix.mul_nonsing_inv A uA) (Matrix.nonsing_inv_mul A uA)
      (Matrix.mul_nonsing_inv B uB) (Matrix.nonsing_inv_mul B uB)
  have hq : ((B - A)ᴴ * A⁻¹ * (B - A)).PosSemidef :=
    hA.inv.posSemidef.conjTranspose_mul_mul_same (B - A)
  rw [key]
  refine ⟨(hD.add hq).conjTranspose_mul_mul_same B⁻¹, fun hs => ?_⟩
  have hinj : Function.Injective (B⁻¹).mulVec := by
    intro x y h
    have h' := congrArg (fun z => B *ᵥ z) h
    simpa [Matrix.mulVec_mulVec, Matrix.mul_nonsing_inv B uB] using h'
  exact (hs.add_posSemidef hq).conjTranspose_mul_mul_same hinj

/-- For a positive definite bare interaction and a negative semidefinite polarization,
`v⁻¹ - P` is positive definite. -/
theorem kernel_posDef {v P : Matrix n n ℂ} (hv : v.PosDef) (hP : (-P).PosSemidef) :
    (v⁻¹ - P).PosDef := by
  rw [sub_eq_add_neg]
  exact hv.inv.add_posSemidef hP

/-- Screening orders the interactions: for `v` positive definite and `Pd`, `Pr` negative
semidefinite, `Wr = (v⁻¹ - Pr)⁻¹` and `W = (v⁻¹ - Pd - Pr)⁻¹` exist and are positive definite,
and `v - Wr` and `Wr - W` are positive semidefinite. -/
theorem screening_order {v Pd Pr : Matrix n n ℂ} (hv : v.PosDef) (hd : (-Pd).PosSemidef)
    (hr : (-Pr).PosSemidef) :
    IsUnit (v⁻¹ - Pr) ∧ IsUnit (v⁻¹ - (Pd + Pr)) ∧
    (screened v Pr).PosDef ∧ (screened v (Pd + Pr)).PosDef ∧
    (v - screened v Pr).PosSemidef ∧ (screened v Pr - screened v (Pd + Pr)).PosSemidef := by
  have ht : (-(Pd + Pr)).PosSemidef := by
    rw [neg_add]
    exact hd.add hr
  have kr := kernel_posDef hv hr
  have kt := kernel_posDef hv ht
  refine ⟨kr.isUnit, kt.isUnit, kr.inv, kt.inv, ?_, ?_⟩
  · -- first step of the chain: `v⁻¹ ≤ v⁻¹ - Pr`
    have e : (v⁻¹ - Pr) - v⁻¹ = -Pr := by abel
    have h := (inv_antitone (B := v⁻¹ - Pr) hv.inv (by rw [e]; exact hr)).1
    rwa [Matrix.nonsing_inv_nonsing_inv v
      ((Matrix.isUnit_iff_isUnit_det v).1 hv.isUnit)] at h
  · -- second step: `v⁻¹ - Pr ≤ v⁻¹ - Pd - Pr`
    have e : (v⁻¹ - (Pd + Pr)) - (v⁻¹ - Pr) = -Pd := by abel
    exact (inv_antitone (B := v⁻¹ - (Pd + Pr)) kr (by rw [e]; exact hd)).1

/-- For `v` positive definite and `Pd`, `Pr` negative semidefinite, in every vector `x` the
expectation values are ordered: fully screened `≤` partially screened `≤` bare. -/
theorem expect_order {v Pd Pr : Matrix n n ℂ} (hv : v.PosDef) (hd : (-Pd).PosSemidef)
    (hr : (-Pr).PosSemidef) (x : n → ℂ) :
    expect (screened v (Pd + Pr)) x ≤ expect (screened v Pr) x ∧
    expect (screened v Pr) x ≤ expect v x := by
  have mono : ∀ A B : Matrix n n ℂ, (A - B).PosSemidef → expect B x ≤ expect A x := by
    intro A B h
    have h1 := h.dotProduct_mulVec_nonneg x
    rw [Matrix.sub_mulVec, dotProduct_sub, sub_nonneg] at h1
    exact (Complex.le_def.1 h1).1
  obtain ⟨-, -, -, -, h1, h2⟩ := screening_order hv hd hr
  exact ⟨mono _ _ h2, mono _ _ h1⟩

/-- For `v` positive definite, `Pd` negative definite and `Pr` negative semidefinite,
`Wr - W` is positive definite. -/
theorem screening_strict {v Pd Pr : Matrix n n ℂ} (hv : v.PosDef) (hd : (-Pd).PosDef)
    (hr : (-Pr).PosSemidef) :
    (screened v Pr - screened v (Pd + Pr)).PosDef := by
  have e : (v⁻¹ - (Pd + Pr)) - (v⁻¹ - Pr) = -Pd := by abel
  exact (inv_antitone (B := v⁻¹ - (Pd + Pr)) (kernel_posDef hv hr)
    (by rw [e]; exact hd.posSemidef)).2 (by rw [e]; exact hd)

/-- Equality case: for `v` positive definite and `Pd`, `Pr` negative semidefinite, the
partially and fully screened interactions coincide exactly when
`Pd` vanishes. -/
theorem screened_eq_iff {v Pd Pr : Matrix n n ℂ} (hv : v.PosDef) (hd : (-Pd).PosSemidef)
    (hr : (-Pr).PosSemidef) :
    screened v Pr = screened v (Pd + Pr) ↔ Pd = 0 := by
  obtain ⟨ur, ut, -⟩ := screening_order hv hd hr
  constructor
  · intro h
    have h' : (v⁻¹ - Pr)⁻¹⁻¹ = (v⁻¹ - (Pd + Pr))⁻¹⁻¹ := congrArg Inv.inv h
    rw [Matrix.nonsing_inv_nonsing_inv _ ((Matrix.isUnit_iff_isUnit_det _).1 ur),
      Matrix.nonsing_inv_nonsing_inv _ ((Matrix.isUnit_iff_isUnit_det _).1 ut)] at h'
    calc Pd = (v⁻¹ - Pr) - (v⁻¹ - (Pd + Pr)) := by abel
      _ = 0 := sub_eq_zero.2 h'
  · intro h
    rw [h, zero_add]

/-- Converse: for `v` positive definite, `Pr` negative semidefinite and `v⁻¹ - Pd - Pr`
positive definite, `Wr - W` is positive semidefinite if and only if `-Pd` is. -/
theorem screening_order_iff {v Pd Pr : Matrix n n ℂ} (hv : v.PosDef) (hr : (-Pr).PosSemidef)
    (kt : (v⁻¹ - (Pd + Pr)).PosDef) :
    (screened v Pr - screened v (Pd + Pr)).PosSemidef ↔ (-Pd).PosSemidef := by
  refine ⟨fun h => ?_, fun hd => (screening_order hv hd hr).2.2.2.2.2⟩
  have kr := kernel_posDef hv hr
  -- invert the inequality `W ≤ Wr` once more
  have h' := (inv_antitone (B := (v⁻¹ - Pr)⁻¹) kt.inv h).1
  rw [Matrix.nonsing_inv_nonsing_inv _ ((Matrix.isUnit_iff_isUnit_det _).1 kr.isUnit),
    Matrix.nonsing_inv_nonsing_inv _ ((Matrix.isUnit_iff_isUnit_det _).1 kt.isUnit)] at h'
  have e : (v⁻¹ - (Pd + Pr)) - (v⁻¹ - Pr) = -Pd := by abel
  rwa [e] at h'

end

end ScreeningOrder
```

```lean
#print axioms ScreeningOrder.expect_order
-- 'ScreeningOrder.expect_order' depends on axioms: [propext, Classical.choice, Quot.sound]
#print axioms ScreeningOrder.screening_strict
-- 'ScreeningOrder.screening_strict' depends on axioms: [propext, Classical.choice, Quot.sound]
#print axioms ScreeningOrder.screened_eq_iff
-- 'ScreeningOrder.screened_eq_iff' depends on axioms: [propext, Classical.choice, Quot.sound]
#print axioms ScreeningOrder.screening_order_iff
-- 'ScreeningOrder.screening_order_iff' depends on axioms: [propext, Classical.choice, Quot.sound]
```

## Notes on the proof

`inv_sub_inv_eq` is step 1. It is stated in an arbitrary ring, with the four equations `A * a = 1`, `a * A = 1`, `B * b = 1`, `b * B = 1` as hypotheses, so it involves neither matrices nor positivity. The claim `e1` is D + D a D = B a B − B. Its first line is the expansion with the products `a * A` and `A * a` bracketed, checked by `noncomm_ring`, and the second line replaces them by 1. The closing `calc` runs the last display of step 1 from right to left, starting at `a - b`.

`inv_antitone` is step 2 and proves the weak and the strict version as a conjunction, the strict one as an implication from `(B - A).PosDef`. The claim `hB` is B = A + D > 0. The claims `uA` and `uB` restate invertibility through the determinant, the form in which Mathlib supplies A A⁻¹ = 1 and A⁻¹ A = 1. The equation `key` is the congruence form of the identity: the two daggers are removed using the Hermiticity of B⁻¹ and of D, and what remains is `inv_sub_inv_eq`. The claim `hq` is D† A⁻¹ D ≥ 0, and `conjTranspose_mul_mul_same` is the second elementary fact. Its version for positive definite matrices asks that multiplication by C be injective, which `hinj` shows for C = B⁻¹ by applying B to both sides of B⁻¹ x = B⁻¹ y.

`kernel_posDef` is step 3, where `hv.inv` is v⁻¹ > 0 and `add_posSemidef` is the first elementary fact.

In `screening_order`, `ht` is −(Pd + Pr) ≥ 0, and `kr` and `kt` are the positive definiteness of the two matrices to be inverted. The first four conclusions are `kr.isUnit`, `kt.isUnit`, `kr.inv` and `kt.inv`. The two bullets are the two links of the chain in step 4. In each, the equation `e` computes the difference B − A, which is −Pr in the first and −Pd in the second, and `inv_antitone` is applied. The first bullet ends by rewriting (v⁻¹)⁻¹ as v with `Matrix.nonsing_inv_nonsing_inv`.

In `expect_order`, the local statement `mono` says that A − B ≥ 0 implies `expect B x ≤ expect A x`. The inequality 0 ≤ x† (A − B) x is one between complex numbers, in the order opened by `ComplexOrder`, where z ≤ w means that the real parts are ordered and the imaginary parts agree. After the product is split into x† A x − x† B x, `Complex.le_def` unpacks this order and the real part is kept. `screening_strict` repeats the second bullet of the main theorem and takes the strict half of `inv_antitone`.

`screened_eq_iff` is step 5. The equation `h'` applies the inverse to both sides of Wr = W, the double inverses are removed using the invertibility statements `ur` and `ut` from the main theorem, and the `calc` writes Pd as the difference of the two sides. `screening_order_iff` is step 6. One direction is the last conclusion of `screening_order`. For the other, `inv_antitone` is applied with A = W, whose positive definiteness is `kt.inv`, and B = Wr. The double inverses are removed as before, and `e` identifies the remaining difference with −Pd.
